# The Thomas-Fermi spin-scaling factor lies between 1 and 2^(2/3) for polarisations from −1 to 1

**A:** For spin polarisation z in [−1, 1], the factor

P(z) = ((1+z)^(5/3) + (1−z)^(5/3)) / 2

satisfies

1 ≤ P(z) ≤ 2^(2/3).

The left equality holds exactly at z = 0, the right one exactly at z = 1 or z = −1. Within the Thomas-Fermi approximation for non-interacting electrons in three dimensions, this bounds the kinetic cost of polarising the spins at fixed density: at most a factor of about 1.587.

**Q:** That is an inequality about powers. What in the Lean file makes it a statement about an electron gas?

**A:** Four definitions. The first is the factor itself, with a general real exponent p in place of 5/3. I'll write it P_p(z), so that P is the case p = 5/3.

```lean
import Mathlib

open Set

namespace ThomasFermiSpinScaling

noncomputable section

/-- The spin-scaling factor `((1+z)^p + (1-z)^p)/2` of a local energy density proportional to
the power `p` of the density, at spin polarisation `z` in `[-1,1]`. -/
def spinFactor (p z : ℝ) : ℝ := ((1 + z) ^ p + (1 - z) ^ p) / 2
```

The second is the kinetic energy density of an unpolarised gas of density n, namely c n^(5/3). The constant c stands for the kinetic energy scale ħ²/m times the numerical factor from filling a Fermi sphere with two electrons per momentum state. The file leaves its value open. The annotation `(5 / 3 : ℝ)` makes the exponent a real number; in natural-number division, 5 / 3 would be 1.

```lean
/-- The Thomas-Fermi kinetic energy density `c n^(5/3)` of an unpolarised gas of density
`n ≥ 0`. -/
def thomasFermi (c n : ℝ) : ℝ := c * n ^ (5 / 3 : ℝ)
```

**Q:** And the spin-resolved energy? If P is built into it, the physics has been assumed.

**A:** P is not built in, but a spin-scaling rule is. With spin densities a and b, the definition reads

t(a, b) = (c (2a)^(5/3) + c (2b)^(5/3)) / 2.

The reason is that the non-interacting kinetic energy is a sum over the two spin channels. A channel of density a contributes half of what an unpolarised gas of density 2a would have, because that gas contains two such channels. The file takes this rule as a definition and does not derive it from orbitals. The polarisation is the usual z = (a−b)/(a+b).

```lean
/-- The Thomas-Fermi kinetic energy density at spin densities `a, b ≥ 0`: each spin channel
contributes half the energy density of an unpolarised gas with twice its density. -/
def spinThomasFermi (c a b : ℝ) : ℝ := (thomasFermi c (2 * a) + thomasFermi c (2 * b)) / 2

/-- The spin polarisation `(a-b)/(a+b)` at spin densities `a` and `b` with `a + b ≠ 0`. -/
def polarization (a b : ℝ) : ℝ := (a - b) / (a + b)
```

**Q:** Fine. How do you get the bounds without plotting the function?

**A:** By showing that P_p grows with |z|, for any p > 1. First, exchanging z and −z only swaps the two terms, so P_p(|z|) = P_p(z). Lean splits on whether |z| is z or −z.

```lean
/-- The spin-scaling factor depends only on the magnitude of the polarisation. -/
theorem spinFactor_abs (p z : ℝ) : spinFactor p |z| = spinFactor p z := by
  rcases abs_choice z with h | h
  · rw [h]
  · rw [h]
    unfold spinFactor
    rw [sub_neg_eq_add, ← sub_eq_add_neg, add_comm ((1 - z) ^ p)]
```

Next come the end values:

P_p(0) = (1 + 1)/2 = 1

P_p(1) = (2^p + 0^p)/2 = 2^(p−1)

The second uses 0^p = 0, which is where p ≠ 0 enters.

```lean
/-- The spin-scaling factor of the unpolarised gas is one. -/
theorem spinFactor_zero (p : ℝ) : spinFactor p 0 = 1 := by
  norm_num [spinFactor]

/-- For an exponent `p > 1` the spin-scaling factor at polarisation one is `2^(p-1)`. -/
theorem spinFactor_one {p : ℝ} (hp : 1 < p) : spinFactor p 1 = 2 ^ (p - 1) := by
  have hp0 : p ≠ 0 := by
    intro h
    linarith
  unfold spinFactor
  rw [sub_self, Real.zero_rpow hp0, Real.rpow_sub two_pos, Real.rpow_one, add_zero,
    one_add_one_eq_two]
```

**Q:** And between the ends? I would differentiate.

**A:** That works, but convexity avoids derivatives. Take 0 ≤ x < y ≤ 1 and set s = x/y, so that 0 ≤ s < 1. Then

1+x = (1+s)/2 · (1+y) + (1−s)/2 · (1−y)

1−x = (1−s)/2 · (1+y) + (1+s)/2 · (1−y)

Both weights are positive and add up to 1, and the points 1+y and 1−y are distinct because y > 0. The function w^p of a real variable w is strictly convex on w ≥ 0 for p > 1, hence

(1+x)^p < (1+s)/2 · (1+y)^p + (1−s)/2 · (1−y)^p

(1−x)^p < (1−s)/2 · (1+y)^p + (1+s)/2 · (1−y)^p

When the two lines are added, the weights in front of each power sum to 1:

(1+x)^p + (1−x)^p < (1+y)^p + (1−y)^p

Half of this is P_p(x) < P_p(y).

**Q:** Does Lean take the same route?

**A:** Yes. `StrictMonoOn (spinFactor p) (Icc 0 1)` says "strictly increasing on the closed interval from 0 to 1". In the proof, `obtain` supplies s, `h1` and `h2` are the two convexity inequalities, the rewrites with `ring` identify the mixtures as 1 + s y and 1 − s y, and the final `linarith` adds the inequalities.

```lean
/-- For an exponent `p > 1` the spin-scaling factor increases strictly with the polarisation
on `[0,1]`. -/
theorem spinFactor_strictMonoOn {p : ℝ} (hp : 1 < p) :
    StrictMonoOn (spinFactor p) (Icc 0 1) := by
  intro x hx y hy hxy
  have hx0 : 0 ≤ x := hx.1
  have hy1 : y ≤ 1 := hy.2
  have hy0 : 0 < y := lt_of_le_of_lt hx0 hxy
  -- write the smaller polarisation as a fraction `s` of the larger one
  obtain ⟨s, hs0, hs1, hs⟩ : ∃ s : ℝ, 0 ≤ s ∧ s < 1 ∧ x = s * y :=
    ⟨x / y, div_nonneg hx0 hy0.le, (div_lt_one hy0).2 hxy, (div_mul_cancel₀ x hy0.ne').symm⟩
  have hu : (1 + y) ∈ Ici (0 : ℝ) := mem_Ici.2 (by linarith)
  have hv : (1 - y) ∈ Ici (0 : ℝ) := mem_Ici.2 (by linarith)
  have hne : 1 + y ≠ 1 - y := by
    intro h
    linarith
  have ha : 0 < (1 + s) / 2 := by linarith
  have hb : 0 < (1 - s) / 2 := by linarith
  -- both spin channels are mixtures of the more polarised ones, with exchanged weights
  have h1 := (strictConvexOn_rpow hp).2 hu hv hne ha hb (by ring)
  have h2 := (strictConvexOn_rpow hp).2 hu hv hne hb ha (by ring)
  simp only [smul_eq_mul] at h1 h2
  rw [show (1 + s) / 2 * (1 + y) + (1 - s) / 2 * (1 - y) = 1 + s * y by ring] at h1
  rw [show (1 - s) / 2 * (1 + y) + (1 + s) / 2 * (1 - y) = 1 - s * y by ring] at h2
  rw [hs]
  unfold spinFactor
  linarith
```

**Q:** So the bounds follow from 0 ≤ |z| ≤ 1.

**A:** They do:

1 = P_p(0) ≤ P_p(|z|) ≤ P_p(1) = 2^(p−1)

Since P_p(|z|) = P_p(z), these are bounds on P_p(z). A strictly increasing function takes each value only once, so P_p(z) = 1 forces |z| = 0, and P_p(z) = 2^(p−1) forces |z| = 1. The converses are the end values again. In the code, `monotoneOn` gives the inequalities and `injOn` the uniqueness.

```lean
/-- For an exponent `p > 1` and polarisation `|z| ≤ 1` the spin-scaling factor lies between
`1` and `2^(p-1)`; the lower bound is attained exactly at `z = 0`, the upper one exactly at
`z = 1` or `z = -1`. -/
theorem spinFactor_bounds {p z : ℝ} (hp : 1 < p) (hz : |z| ≤ 1) :
    1 ≤ spinFactor p z ∧ spinFactor p z ≤ 2 ^ (p - 1) ∧
      (spinFactor p z = 1 ↔ z = 0) ∧
      (spinFactor p z = 2 ^ (p - 1) ↔ z = 1 ∨ z = -1) := by
  have hm := spinFactor_strictMonoOn hp
  have ha : |z| ∈ Icc (0 : ℝ) 1 := ⟨abs_nonneg z, hz⟩
  have h0 : (0 : ℝ) ∈ Icc (0 : ℝ) 1 := ⟨le_refl 0, zero_le_one⟩
  have h1 : (1 : ℝ) ∈ Icc (0 : ℝ) 1 := ⟨zero_le_one, le_refl 1⟩
  refine ⟨?_, ?_, ⟨fun h => ?_, fun h => ?_⟩, ⟨fun h => ?_, fun h => ?_⟩⟩
  · have h := hm.monotoneOn h0 ha (abs_nonneg z)
    rwa [spinFactor_zero, spinFactor_abs] at h
  · have h := hm.monotoneOn ha h1 hz
    rwa [spinFactor_one hp, spinFactor_abs] at h
  -- strict monotonicity makes the magnitude of the polarisation unique
  · exact abs_eq_zero.1 (hm.injOn ha h0 (by rw [spinFactor_abs, h, spinFactor_zero]))
  · rw [h, spinFactor_zero]
  · exact (abs_eq zero_le_one).1
      (hm.injOn ha h1 (by rw [spinFactor_abs, h, spinFactor_one hp]))
  · have hz1 : |z| = 1 := (abs_eq zero_le_one).2 h
    rw [← spinFactor_abs p z, hz1, spinFactor_one hp]
```

**Q:** Where is the statement you opened with?

**A:** Here, with p = 5/3 and p − 1 = 2/3. The hypothesis `z ∈ Icc (-1 : ℝ) 1` is the physical range of the polarisation. The four parts joined by `∧` are the two inequalities and the two equality conditions, and each `↔` carries the word "exactly".

```lean
/-- For polarisation `z` in `[-1,1]` the Thomas-Fermi spin-scaling factor lies between `1` and
`2^(2/3)`, with equality on the left exactly at `z = 0` and on the right exactly at `z = 1` or
`z = -1`. -/
theorem thomasFermi_spinFactor_bounds {z : ℝ} (hz : z ∈ Icc (-1 : ℝ) 1) :
    1 ≤ spinFactor (5 / 3) z ∧ spinFactor (5 / 3) z ≤ 2 ^ (2 / 3 : ℝ) ∧
      (spinFactor (5 / 3) z = 1 ↔ z = 0) ∧
      (spinFactor (5 / 3) z = 2 ^ (2 / 3 : ℝ) ↔ z = 1 ∨ z = -1) := by
  have h := spinFactor_bounds (p := 5 / 3) (by norm_num) (abs_le.2 ⟨hz.1, hz.2⟩)
  rwa [show (5 / 3 : ℝ) - 1 = 2 / 3 by norm_num] at h
```

**Q:** I still see a number z, while a calculation gives me two densities. Do they always produce an admissible z?

**A:** They do if a ≥ 0, b ≥ 0 and a + b > 0. Then −(a+b) ≤ a−b ≤ a+b, and dividing by a+b gives −1 ≤ z ≤ 1. The condition a + b > 0 excludes points with no electrons, where a polarisation has no meaning.

```lean
/-- Nonnegative spin densities with positive sum have a polarisation in `[-1,1]`. -/
theorem polarization_mem {a b : ℝ} (ha : 0 ≤ a) (hb : 0 ≤ b) (hn : 0 < a + b) :
    polarization a b ∈ Icc (-1 : ℝ) 1 := by
  unfold polarization
  exact ⟨(le_div_iff₀ hn).2 (by linarith), (div_le_iff₀ hn).2 (by linarith)⟩
```

**Q:** Then show me that P really is the ratio of the polarised to the unpolarised energy density.

**A:** Put n = a + b. From n z = a − b it follows that

2a = n (1+z)

2b = n (1−z)

All factors are nonnegative, so the powers split:

t(a, b) = (c n^(5/3) (1+z)^(5/3) + c n^(5/3) (1−z)^(5/3)) / 2 = c n^(5/3) P(z)

That is `spinThomasFermi_eq`. In its proof, `hq` is the relation n z = a − b, `h1` and `h2` are the expressions for 2a and 2b, and `Real.mul_rpow` splits the powers. The sign of c plays no role yet.

```lean
/-- For nonnegative spin densities with positive sum, the spin-resolved Thomas-Fermi energy
density is the unpolarised one at the total density times the spin-scaling factor. -/
theorem spinThomasFermi_eq (c : ℝ) {a b : ℝ} (ha : 0 ≤ a) (hb : 0 ≤ b) (hn : 0 < a + b) :
    spinThomasFermi c a b =
      thomasFermi c (a + b) * spinFactor (5 / 3) (polarization a b) := by
  obtain ⟨hl, hu⟩ := polarization_mem ha hb hn
  have hq : (a + b) * polarization a b = a - b := by
    unfold polarization
    field_simp
  -- twice each spin density, in terms of total density and polarisation
  have h1 : 2 * a = (a + b) * (1 + polarization a b) := by linear_combination -hq
  have h2 : 2 * b = (a + b) * (1 - polarization a b) := by linear_combination hq
  unfold spinThomasFermi thomasFermi spinFactor
  rw [h1, h2, Real.mul_rpow hn.le (by linarith), Real.mul_rpow hn.le (by linarith)]
  ring
```

**Q:** When does it matter?

**A:** When the bounds on P become bounds on energies. For c > 0 and n > 0 the unpolarised value c n^(5/3) is positive, and multiplying by it gives

c n^(5/3) ≤ t(a, b) ≤ 2^(2/3) c n^(5/3)

Positivity also lets us cancel this factor in the equality cases, which reduces them to conditions on z:

z = 0 means a − b = 0, so a = b

z = 1 means a − b = a + b, so b = 0

z = −1 means a − b = −(a + b), so a = 0

The minimum therefore belongs to equal spin densities and the maximum to a gas with only one spin species. In the last proof, the two statements named `hP` do the cancelling, and `div_eq_iff` clears the denominator of the polarisation.

```lean
/-- For `c > 0` and nonnegative spin densities with positive sum, the Thomas-Fermi energy density
lies between its unpolarised value at the same total density and `2^(2/3)` times that value. The
lower bound is attained exactly for equal spin densities, the upper one exactly when one of them
vanishes. -/
theorem spinThomasFermi_bounds {c a b : ℝ} (hc : 0 < c) (ha : 0 ≤ a) (hb : 0 ≤ b)
    (hn : 0 < a + b) :
    thomasFermi c (a + b) ≤ spinThomasFermi c a b ∧
      spinThomasFermi c a b ≤ 2 ^ (2 / 3 : ℝ) * thomasFermi c (a + b) ∧
      (spinThomasFermi c a b = thomasFermi c (a + b) ↔ a = b) ∧
      (spinThomasFermi c a b = 2 ^ (2 / 3 : ℝ) * thomasFermi c (a + b) ↔ a = 0 ∨ b = 0) := by
  obtain ⟨l, u, e0, e1⟩ := thomasFermi_spinFactor_bounds (polarization_mem ha hb hn)
  have ht : 0 < thomasFermi c (a + b) := mul_pos hc (Real.rpow_pos_of_pos hn _)
  rw [spinThomasFermi_eq c ha hb hn]
  refine ⟨le_mul_of_one_le_right ht.le l, ?_, ?_, ?_⟩
  · linarith [mul_le_mul_of_nonneg_left u ht.le]
  · have hP : thomasFermi c (a + b) * spinFactor (5 / 3) (polarization a b)
        = thomasFermi c (a + b) ↔ spinFactor (5 / 3) (polarization a b) = 1 :=
      ⟨fun h => mul_left_cancel₀ ht.ne' (h.trans (mul_one _).symm),
        fun h => by rw [h, mul_one]⟩
    rw [hP, e0]
    unfold polarization
    rw [div_eq_iff hn.ne', zero_mul, sub_eq_zero]
  · have hP : thomasFermi c (a + b) * spinFactor (5 / 3) (polarization a b)
        = 2 ^ (2 / 3 : ℝ) * thomasFermi c (a + b) ↔
          spinFactor (5 / 3) (polarization a b) = 2 ^ (2 / 3 : ℝ) :=
      ⟨fun h => mul_left_cancel₀ ht.ne' (h.trans (mul_comm _ _)),
        fun h => by rw [h, mul_comm]⟩
    rw [hP, e1]
    unfold polarization
    rw [div_eq_iff hn.ne', div_eq_iff hn.ne']
    constructor
    · rintro (h | h)
      · right
        linarith
      · left
        linarith
    · rintro (h | h)
      · right
        linarith
      · left
        linarith

end

end ThomasFermiSpinScaling
```

```lean
#print axioms ThomasFermiSpinScaling.thomasFermi_spinFactor_bounds
#print axioms ThomasFermiSpinScaling.spinThomasFermi_bounds
```

```
'ThomasFermiSpinScaling.thomasFermi_spinFactor_bounds' depends on axioms: [propext, Classical.choice, Quot.sound]
'ThomasFermiSpinScaling.spinThomasFermi_bounds' depends on axioms: [propext, Classical.choice, Quot.sound]
```

**Q:** What may I not conclude from this for a real open-shell atom?

**A:** Nothing here bounds its true kinetic energy. The theorems compare Thomas-Fermi energy densities at a single point with given a and b; gradient corrections, interactions and the integral over space do not appear. The comparison is also made at fixed total density: it says nothing about which polarisation a system adopts, since exchange and magnetic fields can outweigh this kinetic cost.

**Q:** Then my objection shrinks to the spin-scaling rule and the 5/3 law.

**A:** Those are the two physical inputs, and both sit in the definitions, where you can inspect them. The bounds and their equality cases are derived from there.
